# The unnormalised Gibbs operator of a finite-level Hamiltonian has the Boltzmann factors as its levels

Take a Hamiltonian on a finite-dimensional space, written H = U diag(e) U† with U unitary and real levels e_k. The theorem `gibbs_levelOperator` states that exp(−βH) = U diag(exp(−βe_k)) U† for every real β, so the Gibbs operator has the Boltzmann factors as levels on the same basis. The operator is unnormalised: it is not divided by the partition function. The proof writes −βH as a conjugated diagonal matrix, takes the exponential inside the conjugation and then inside the diagonal, and is left to show that the exponential of a function on the index set is taken entry by entry.

An attempt in Lean 4 with a fault in it:

```lean
import Mathlib

open Matrix

namespace GibbsLevelOperator

noncomputable section

variable {n : Type*} [Fintype n] [DecidableEq n]

/-- The matrix `U diag(e) U†` with real `e`; for unitary `U`, it has the levels `e k` on the columns
of `U`. -/
def levelOperator (U : Matrix n n ℂ) (e : n → ℝ) : Matrix n n ℂ :=
  U * diagonal (fun k => (e k : ℂ)) * Uᴴ

/-- For unitary `U`, the Gibbs operator has the Boltzmann factors as levels on the same basis. -/
theorem gibbs_levelOperator {U : Matrix n n ℂ} (hU : U * Uᴴ = 1) (e : n → ℝ) (β : ℝ) :
    NormedSpace.exp (-(β : ℂ) • levelOperator U e)
      = levelOperator U (fun k => Real.exp (-β * e k)) := by
  have hinv : U⁻¹ = Uᴴ := Matrix.inv_eq_right_inv hU
  have hunit : IsUnit U := IsUnit.of_mul_eq_one _ hU
  have hd : diagonal (fun k => ((-β * e k : ℝ) : ℂ))
      = -(β : ℂ) • diagonal (fun k => (e k : ℂ)) := by
    ext i j
    by_cases h : i = j
    · subst h
      simp
    · simp [h]
  have h1 : -(β : ℂ) • levelOperator U e
      = U * diagonal (fun k => ((-β * e k : ℝ) : ℂ)) * U⁻¹ := by
    rw [hinv, hd, Matrix.mul_smul, Matrix.smul_mul, levelOperator]
  have hv : NormedSpace.exp (fun k => ((-β * e k : ℝ) : ℂ))
      = fun k => ((Real.exp (-β * e k) : ℝ) : ℂ) := by
    ext k
    rw [Pi.exp_apply, ← Complex.exp_eq_exp_ℂ, Complex.ofReal_exp]
  rw [h1, Matrix.exp_conj _ _ hunit, Matrix.exp_diagonal, hv, hinv, levelOperator]

end

end GibbsLevelOperator
```

Compiling this gives:

```
Main.lean:35:8: error(lean.unknownIdentifier): Unknown identifier `Pi.exp_apply`
```

The only error is a missing name: Lean finds no declaration `Pi.exp_apply`. The attempt wanted it in the proof of `hv`, to say that the exponential of a function, evaluated at `k`, is the exponential of its value at `k`. The `rw` stops there.

The repair gets this fact from `NormedSpace.map_exp`, by which a continuous ring homomorphism commutes with the exponential. The homomorphism is evaluation at `k`, given by `Pi.evalRingHom`, and `continuous_apply k` supplies its continuity.

The new `rw` prepares the right-hand side for this. `Complex.ofReal_exp` turns the cast of the real exponential into the complex exponential of the cast, and `Complex.exp_eq_exp_ℂ` turns that into `NormedSpace.exp`, the form in which `NormedSpace.map_exp` gives its result. The second lemma is now used left to right, since the attempt's reverse use was meant for a left-hand side already reduced to an exponential in ℂ.

Lean accepts the file once it reads:

```diff
@@ -33,5 +33,6 @@
       = fun k => ((Real.exp (-β * e k) : ℝ) : ℂ) := by
     ext k
-    rw [Pi.exp_apply, ← Complex.exp_eq_exp_ℂ, Complex.ofReal_exp]
+    rw [Complex.ofReal_exp, Complex.exp_eq_exp_ℂ]
+    exact NormedSpace.map_exp (Pi.evalRingHom (fun _ : n => ℂ) k) (continuous_apply k) _
   rw [h1, Matrix.exp_conj _ _ hunit, Matrix.exp_diagonal, hv, hinv, levelOperator]
 
```
